# Truncating a tanh-sinh integral at |t| = T costs a double-exponentially small error for integrable power-law endpoint singularities

An infinite tight-binding chain with one orbital per site, equal site energies and equal nearest-neighbour hoppings has a density of states that diverges at both band edges. If $x\in(-1,1)$ is the energy measured from the band centre in units of half the bandwidth, the density per site and spin, per unit of $x$, is $1/(\pi\sqrt{1-x^2})$. Averaging a bounded, continuous function $g$ of energy then means integrating

$$f(x)=\frac{g(x)}{\pi\sqrt{1-x^2}}.$$

The tanh-sinh substitution moves the band edges to $t=\pm\infty$, and a computation must stop at some finite $|t|=T$. How much of the integral is lost?

The answer below holds for every continuous $f$ on $(-1,1)$ with $|f(x)|\le C(1-x^2)^{-a}$ and $a<1$. Here $a$ measures how strongly $f$ may diverge at the edges, and $C$ sets its overall size. For this non-interacting chain, $a=1/2$ and $C=\sup|g|/\pi$.

## The substitution and its Jacobian

```lean
import Mathlib

open MeasureTheory Set Filter Topology
open scoped Real

namespace TanhSinhQuadrature

noncomputable section

/-- The tanh-sinh map `φ(t) = tanh((π/2) sinh t)`. -/
def node (t : ℝ) : ℝ := Real.tanh (π / 2 * Real.sinh t)
```

This defines $\varphi(t)=\tanh(\tfrac{\pi}{2}\sinh t)$ under the name `node`, for every real $t$ and not only for the sample points of a quadrature rule.

```lean
/-- The tanh-sinh weight `(π/2) cosh t / cosh²((π/2) sinh t)`. -/
def weight (t : ℝ) : ℝ :=
  π / 2 * Real.cosh t / Real.cosh (π / 2 * Real.sinh t) ^ 2
```

The function `weight` is written as an explicit formula, $w(t)=\tfrac{\pi}{2}\cosh t/\cosh^2(\tfrac{\pi}{2}\sinh t)$. It contains no step size.

```lean
/-- The transformed integrand: the weight at `t` times `f(φ(t))`. -/
def integrand (f : ℝ → ℂ) (t : ℝ) : ℂ := weight t • f (node t)
```

The transformed integrand is $w(t)\,f(\varphi(t))$; the symbol `•` multiplies a complex number by a real one. The type `ℝ → ℂ` gives $f$ a value at every real $x$, but only its values on $(-1,1)$ are used.

```lean
/-- The weight is the derivative of the tanh-sinh map. -/
theorem hasDerivAt_node (t : ℝ) : HasDerivAt node (weight t) t := by
  have hu : HasDerivAt (fun s => π / 2 * Real.sinh s) (π / 2 * Real.cosh t) t :=
    (Real.hasDerivAt_sinh t).const_mul (π / 2)
  have h := hu.sinh.fun_div hu.cosh (Real.cosh_pos _).ne'
  have hn : node = fun s =>
      Real.sinh (π / 2 * Real.sinh s) / Real.cosh (π / 2 * Real.sinh s) :=
    funext fun _ => Real.tanh_eq_sinh_div_cosh _
  rw [hn]
  refine h.congr_deriv ?_
  unfold weight
  congr 1
  linear_combination (π / 2 * Real.cosh t) * Real.cosh_sq (π / 2 * Real.sinh t)
```

In a Lean theorem, the variables and hypotheses come in brackets after the name, the conclusion stands between the next colon and `:=`, and the proof follows. This one says $\varphi'(t)=w(t)$. With $u=\tfrac{\pi}{2}\sinh t$, the quotient rule gives

$$\varphi'=\Big(\frac{\sinh u}{\cosh u}\Big)'=u'\,\frac{\cosh^2u-\sinh^2u}{\cosh^2u}=\frac{\tfrac{\pi}{2}\cosh t}{\cosh^2u}.$$

In the proof, `hu` is the derivative of $u$, `h` is the quotient rule, and `linear_combination` supplies $\cosh^2u-\sinh^2u=1$.

## How fast the nodes approach the band edges

```lean
/-- The factor `1 - φ(t)²` equals `1 / cosh²((π/2) sinh t)`. -/
theorem one_sub_node_sq (t : ℝ) :
    1 - node t ^ 2 = 1 / Real.cosh (π / 2 * Real.sinh t) ^ 2 := by
  have hc := (Real.cosh_pos (π / 2 * Real.sinh t)).ne'
  rw [node, Real.tanh_eq_sinh_div_cosh, div_pow, eq_div_iff (pow_ne_zero 2 hc), sub_mul,
    div_mul_cancel₀ _ (pow_ne_zero 2 hc)]
  linear_combination Real.cosh_sq (π / 2 * Real.sinh t)
```

Dividing $\cosh^2u-\sinh^2u=1$ by $\cosh^2u$ gives $1-\varphi^2=1/\cosh^2u$. Hence $\varphi'=\tfrac{\pi}{2}\cosh t\,(1-\varphi^2)$.

```lean
/-- Every node lies strictly between the endpoints `-1` and `1`. -/
theorem node_mem (t : ℝ) : node t ∈ Ioo (-1 : ℝ) 1 := by
  have h : 0 < 1 - node t ^ 2 := by
    rw [one_sub_node_sq]
    exact one_div_pos.mpr (pow_pos (Real.cosh_pos _) 2)
  exact ⟨by nlinarith, by nlinarith⟩
```

`Ioo (-1) 1` is the open interval $(-1,1)$. Since $1-\varphi^2>0$, every $\varphi(t)$ lies in it.

```lean
/-- The nodes approach the endpoints double-exponentially:
`1 - φ(t)² ≤ 4 exp(-π sinh |t|)`. -/
theorem one_sub_node_sq_le (t : ℝ) :
    1 - node t ^ 2 ≤ 4 * Real.exp (-(π * Real.sinh |t|)) := by
  have hc : Real.cosh (π / 2 * Real.sinh t) = Real.cosh (π / 2 * Real.sinh |t|) := by
    rcases le_total 0 t with ht | ht
    · rw [abs_of_nonneg ht]
    · rw [abs_of_nonpos ht, Real.sinh_neg, mul_neg, Real.cosh_neg]
  have he : Real.exp (-(π * Real.sinh |t|)) = Real.exp (-(π / 2 * Real.sinh |t|)) ^ 2 := by
    rw [sq, ← Real.exp_add]
    congr 1
    ring
  rw [one_sub_node_sq, hc, he, div_le_iff₀ (pow_pos (Real.cosh_pos _) 2)]
  generalize π / 2 * Real.sinh |t| = v
  -- this is `cosh v ≥ exp v / 2`
  have h1 : 1 ≤ 2 * Real.exp (-v) * Real.cosh v := by
    have h2 : Real.exp (-v) * Real.exp v = 1 := by rw [← Real.exp_add]; simp
    rw [Real.cosh_eq]
    nlinarith [sq_nonneg (Real.exp (-v))]
  nlinarith [mul_self_nonneg (2 * Real.exp (-v) * Real.cosh v - 1)]
```

Because $\cosh$ is even, $t$ may be replaced by $|t|$. Put $v=\tfrac{\pi}{2}\sinh|t|$. From $\cosh v=(e^v+e^{-v})/2\ge e^v/2$ it follows that

$$1-\varphi^2=\frac1{\cosh^2v}\le4e^{-2v}=4e^{-\pi\sinh|t|}.$$

Lean proves the equivalent inequality $1\le2e^{-v}\cosh v$ as `h1`, and the last `nlinarith` squares it.

## The pointwise bound

```lean
/-- If `‖f(x)‖ ≤ C (1-x²)^(-a)` on `(-1,1)` with `a < 1`, the transformed integrand
decays double-exponentially. -/
theorem norm_integrand_le {f : ℝ → ℂ} {C a : ℝ} (ha : a < 1)
    (hf : ∀ x ∈ Ioo (-1 : ℝ) 1, ‖f x‖ ≤ C * (1 - x ^ 2) ^ (-a)) (t : ℝ) :
    ‖integrand f t‖ ≤ C * (π / 2) * 4 ^ (1 - a) *
      (Real.cosh t * Real.exp (-((1 - a) * π * Real.sinh |t|))) := by
  have hq : 0 < 1 - node t ^ 2 := by
    rw [one_sub_node_sq]
    exact one_div_pos.mpr (pow_pos (Real.cosh_pos _) 2)
  have h0 : ‖f 0‖ ≤ C := by simpa using hf 0 (by norm_num)
  have hC : 0 ≤ C := (norm_nonneg _).trans h0
  have hc := (Real.cosh_pos t).le
  have hw : 0 ≤ weight t :=
    div_nonneg (mul_nonneg (by positivity) hc) (sq_nonneg _)
  -- the Jacobian removes one power of the endpoint singularity
  have hpow : (1 - node t ^ 2) * (1 - node t ^ 2) ^ (-a) = (1 - node t ^ 2) ^ (1 - a) := by
    rw [sub_eq_add_neg 1 a, Real.rpow_add hq, Real.rpow_one]
  have hle : (1 - node t ^ 2) ^ (1 - a) ≤
      4 ^ (1 - a) * Real.exp (-((1 - a) * π * Real.sinh |t|)) := by
    refine (Real.rpow_le_rpow hq.le (one_sub_node_sq_le t) (by linarith)).trans_eq ?_
    rw [Real.mul_rpow (by norm_num) (Real.exp_pos _).le, ← Real.exp_mul]
    congr 2
    ring
  calc ‖integrand f t‖ = π / 2 * Real.cosh t * (1 - node t ^ 2) * ‖f (node t)‖ := by
        rw [integrand, norm_smul, Real.norm_of_nonneg hw, weight, one_sub_node_sq]
        ring
    _ ≤ π / 2 * Real.cosh t * (1 - node t ^ 2) * (C * (1 - node t ^ 2) ^ (-a)) :=
        mul_le_mul_of_nonneg_left (hf _ (node_mem t))
          (mul_nonneg (mul_nonneg (by positivity) hc) hq.le)
    _ = C * (π / 2) * Real.cosh t * (1 - node t ^ 2) ^ (1 - a) := by
        rw [← hpow]
        ring
    _ ≤ C * (π / 2) * Real.cosh t *
          (4 ^ (1 - a) * Real.exp (-((1 - a) * π * Real.sinh |t|))) :=
        mul_le_mul_of_nonneg_left hle (mul_nonneg (mul_nonneg hC (by positivity)) hc)
    _ = _ := by ring
```

The hypothesis `hf` is the edge condition on $f$, with `‖ ‖` the complex modulus. The `calc` block follows this chain:

$$\begin{aligned}|\varphi' f(\varphi)|&\le\tfrac{\pi}{2}\cosh t\,(1-\varphi^2)\,C(1-\varphi^2)^{-a}\\&=C\tfrac{\pi}{2}\cosh t\,(1-\varphi^2)^{1-a}\\&\le C\tfrac{\pi}{2}4^{1-a}\cosh t\,e^{-(1-a)\pi\sinh|t|}.\end{aligned}$$

The Jacobian contributes one power of $1-\varphi^2$, which outweighs the singularity. The last step raises the previous bound to the power $1-a$, which preserves the inequality because $1-a>0$. Negative $a$ is allowed and describes functions that vanish at the edges. The condition $C\ge0$ need not be assumed, since `hf` at $x=0$ gives $|f(0)|\le C$.

## Integrating over both tails

```lean
/-- For `b > 0` and `T ≥ 0`, the function `cosh t exp(-b sinh |t|)` is integrable over
`|t| > T`, with integral `2 exp(-b sinh T) / b`. -/
theorem double_exponential_tail {b T : ℝ} (hb : 0 < b) (hT : 0 ≤ T) :
    IntegrableOn (fun t => Real.cosh t * Real.exp (-(b * Real.sinh |t|))) {t | T < |t|} ∧
    ∫ t in {t : ℝ | T < |t|}, Real.cosh t * Real.exp (-(b * Real.sinh |t|)) =
      2 * Real.exp (-(b * Real.sinh T)) / b := by
  let F : ℝ → ℝ := fun t => Real.cosh t * Real.exp (-(b * Real.sinh t))
  have hd : ∀ t ∈ Ici T,
      HasDerivAt (fun s => -(Real.exp (-(b * Real.sinh s)) / b)) (F t) t := by
    intro t _
    have h := ((((Real.hasDerivAt_sinh t).const_mul b).fun_neg.exp).div_const b).fun_neg
    refine h.congr_deriv ?_
    simp only [F]
    field_simp
  have hpos : ∀ t ∈ Ioi T, 0 ≤ F t := fun t _ =>
    mul_nonneg (Real.cosh_pos t).le (Real.exp_pos _).le
  have hs : Tendsto Real.sinh atTop atTop :=
    tendsto_atTop_mono' atTop ((eventually_ge_atTop (0 : ℝ)).mono fun t ht =>
      Real.self_le_sinh_iff.mpr ht) tendsto_id
  have hlim : Tendsto (fun s => -(Real.exp (-(b * Real.sinh s)) / b)) atTop (𝓝 0) := by
    have h := ((Real.tendsto_exp_neg_atTop_nhds_zero.comp
      (hs.const_mul_atTop hb)).div_const b).neg
    simpa [Function.comp_def] using h
  have hI := integrableOn_Ioi_deriv_of_nonneg' hd hpos hlim
  have hv := integral_Ioi_of_hasDerivAt_of_nonneg' hd hpos hlim
  have hS : MeasurableSet {t : ℝ | T < |t|} :=
    (isOpen_lt continuous_const continuous_abs).measurableSet
  -- the two tails are mirror images
  have hG : indicator {t : ℝ | T < |t|}
      (fun t => Real.cosh t * Real.exp (-(b * Real.sinh |t|))) =
      fun t => (Ioi T).indicator F t + (Ioi T).indicator F (-t) := by
    funext t
    rcases le_total 0 t with ht | ht
    · have h : ¬ T < -t := by linarith
      simp [F, indicator, abs_of_nonneg ht, h]
    · have h : ¬ T < t := by linarith
      simp [F, indicator, abs_of_nonpos ht, h]
  have hh : Integrable ((Ioi T).indicator F) := hI.integrable_indicator measurableSet_Ioi
  constructor
  · rw [← integrable_indicator_iff hS, hG]
    exact hh.add hh.comp_neg
  · rw [← integral_indicator hS, hG, integral_add hh hh.comp_neg,
      integral_neg_eq_self ((Ioi T).indicator F) volume,
      integral_indicator measurableSet_Ioi, hv]
    ring
```

For $b>0$ the antiderivative is elementary:

$$\frac{d}{dt}\Big(-\frac{e^{-b\sinh t}}{b}\Big)=\cosh t\,e^{-b\sinh t},\qquad\int_T^\infty\cosh t\,e^{-b\sinh t}\,dt=\frac{e^{-b\sinh T}}{b}.$$

The left tail is the mirror image, so the total is $2e^{-b\sinh T}/b$. In Lean, `hd` is the derivative, `hlim` the limit at infinity, and `hG` writes the two-sided integrand as a right tail plus its reflection. Integrability is stated separately because Lean assigns the value 0 to the integral of a non-integrable function.

```lean
/-- If `f` is continuous on `(-1,1)`, its transformed integrand is continuous on the line. -/
theorem continuous_integrand {f : ℝ → ℂ} (hf : ContinuousOn f (Ioo (-1) 1)) :
    Continuous (integrand f) := by
  have hn : Continuous node :=
    continuous_iff_continuousAt.mpr fun t => (hasDerivAt_node t).continuousAt
  have hw : Continuous weight :=
    (continuous_const.mul Real.continuous_cosh).div
      ((Real.continuous_cosh.comp (continuous_const.mul Real.continuous_sinh)).pow 2)
      fun t => pow_ne_zero 2 (Real.cosh_pos _).ne'
  exact hw.smul (hf.comp_continuous hn node_mem)
```

Continuity of $f$ on the open interval makes the transformed integrand continuous on the whole line, because $\varphi$ never reaches $\pm1$.

```lean
/-- Let `f` be continuous on `(-1,1)` with `‖f(x)‖ ≤ C (1-x²)^(-a)`, `a < 1`, and `T ≥ 0`.
The transformed integrand is integrable over `|t| > T`, and the integral of its norm there
is at most `C 4^(1-a) exp(-(1-a) π sinh T) / (1-a)`. -/
theorem tail_bound {f : ℝ → ℂ} {C a T : ℝ} (ha : a < 1) (hT : 0 ≤ T)
    (hcont : ContinuousOn f (Ioo (-1) 1))
    (hf : ∀ x ∈ Ioo (-1 : ℝ) 1, ‖f x‖ ≤ C * (1 - x ^ 2) ^ (-a)) :
    IntegrableOn (integrand f) {t | T < |t|} ∧
    ∫ t in {t : ℝ | T < |t|}, ‖integrand f t‖ ≤
      C * 4 ^ (1 - a) * Real.exp (-((1 - a) * π * Real.sinh T)) / (1 - a) := by
  have ha' : 0 < 1 - a := by linarith
  obtain ⟨hI, hv⟩ := double_exponential_tail (mul_pos ha' Real.pi_pos) hT
  have hK := hI.const_mul (C * (π / 2) * 4 ^ (1 - a))
  have hg : IntegrableOn (integrand f) {t | T < |t|} :=
    Integrable.mono' hK (continuous_integrand hcont).aestronglyMeasurable
      (Eventually.of_forall (norm_integrand_le ha hf))
  refine ⟨hg, (integral_mono hg.norm hK (norm_integrand_le ha hf)).trans_eq ?_⟩
  rw [integral_const_mul, hv]
  generalize Real.exp (-((1 - a) * π * Real.sinh T)) = e
  generalize (4 : ℝ) ^ (1 - a) = q
  have h1 := ha'.ne'
  have h2 := Real.pi_ne_zero
  field_simp
```

Integrate the pointwise bound with $b=(1-a)\pi$:

$$\int_{|t|>T}|\varphi' f(\varphi)|\,dt\le C\frac{\pi}{2}4^{1-a}\,\frac{2e^{-(1-a)\pi\sinh T}}{(1-a)\pi}=\frac{C\,4^{1-a}}{1-a}\,e^{-(1-a)\pi\sinh T}.$$

`Integrable.mono'` obtains integrability from the larger function, `integral_mono` compares the integrals, and `field_simp` cancels the factors of $\pi$.

## Back to the energy integral

```lean
/-- The tanh-sinh substitution preserves integrability and the value of the integral
over `(-1,1)`. -/
theorem change_of_variables (f : ℝ → ℂ) :
    (IntegrableOn f (Ioo (-1) 1) ↔ Integrable (integrand f)) ∧
    ∫ x in Ioo (-1 : ℝ) 1, f x = ∫ t, integrand f t := by
  have hw : ∀ t, 0 < weight t := fun t =>
    div_pos (mul_pos (by positivity) (Real.cosh_pos t)) (pow_pos (Real.cosh_pos _) 2)
  have hinj : InjOn node univ :=
    (strictMono_of_deriv_pos fun t => by
      rw [(hasDerivAt_node t).deriv]; exact hw t).injective.injOn
  have himg : node '' univ = Ioo (-1 : ℝ) 1 := by
    ext y
    constructor
    · rintro ⟨t, -, rfl⟩
      exact node_mem t
    · rintro ⟨h1, h2⟩
      -- invert the map: `u = artanh y`, then `t = arsinh (2u/π)`
      have hy : 0 < 1 - y := by linarith
      have hr : 0 < (1 + y) / (1 - y) := div_pos (by linarith) hy
      let u := Real.log ((1 + y) / (1 - y)) / 2
      have hE : Real.exp u * Real.exp u * (1 - y) = 1 + y := by
        rw [← Real.exp_add, show u + u = Real.log ((1 + y) / (1 - y)) from add_halves _,
          Real.exp_log hr, div_mul_cancel₀ _ hy.ne']
      have hEF : Real.exp u * Real.exp (-u) = 1 := by rw [← Real.exp_add]; simp
      refine ⟨Real.arsinh (2 / π * u), mem_univ _, ?_⟩
      have hu : π / 2 * (2 / π * u) = u := by
        have := Real.pi_ne_zero
        field_simp
      rw [node, Real.sinh_arsinh, hu, Real.tanh_eq_sinh_div_cosh,
        div_eq_iff (Real.cosh_pos u).ne', Real.sinh_eq, Real.cosh_eq]
      linear_combination Real.exp (-u) / 2 * hE - Real.exp u * (1 - y) / 2 * hEF
  have habs : (fun t => |weight t| • f (node t)) = integrand f := by
    funext t
    simp only [integrand, abs_of_pos (hw t)]
  have hd : ∀ t ∈ (univ : Set ℝ), HasDerivWithinAt node (weight t) univ t :=
    fun t _ => (hasDerivAt_node t).hasDerivWithinAt
  have h1 := integrableOn_image_iff_integrableOn_abs_deriv_smul MeasurableSet.univ hd hinj f
  have h2 := integral_image_eq_integral_abs_deriv_smul MeasurableSet.univ hd hinj f
  rw [himg, habs, integrableOn_univ] at h1
  rw [himg, habs, Measure.restrict_univ] at h2
  exact ⟨h1, h2⟩
```

For any $f$, continuous or not, $f$ is integrable on $(-1,1)$ exactly when the transformed integrand is integrable on the line, and the two integrals agree. This requires $\varphi$ to map the line one-to-one onto $(-1,1)$. It is one-to-one because $\varphi'>0$. It is onto because a given $y\in(-1,1)$ is reached by solving for $t$:

$$u=\tfrac12\ln\frac{1+y}{1-y},\qquad t=\operatorname{arsinh}\frac{2u}{\pi}.$$

The proof records these two properties as `hinj` and `himg`, then applies Mathlib's change-of-variables theorems.

```lean
/-- Let `f` be continuous on `(-1,1)` with `‖f(x)‖ ≤ C (1-x²)^(-a)`, `a < 1`, and `T ≥ 0`.
Then `f` is integrable, and cutting the transformed integral to `[-T,T]` costs at most
`C 4^(1-a) exp(-(1-a) π sinh T) / (1-a)`. -/
theorem truncation_error {f : ℝ → ℂ} {C a T : ℝ} (ha : a < 1) (hT : 0 ≤ T)
    (hcont : ContinuousOn f (Ioo (-1) 1))
    (hf : ∀ x ∈ Ioo (-1 : ℝ) 1, ‖f x‖ ≤ C * (1 - x ^ 2) ^ (-a)) :
    IntegrableOn f (Ioo (-1) 1) ∧
    ‖(∫ x in Ioo (-1 : ℝ) 1, f x) - ∫ t in Icc (-T) T, integrand f t‖ ≤
      C * 4 ^ (1 - a) * Real.exp (-((1 - a) * π * Real.sinh T)) / (1 - a) := by
  obtain ⟨hg, hb⟩ := tail_bound ha hT hcont hf
  have hS : MeasurableSet {t : ℝ | T < |t|} :=
    (isOpen_lt continuous_const continuous_abs).measurableSet
  have hc : {t : ℝ | T < |t|}ᶜ = Icc (-T) T := by
    ext t
    simp [abs_le]
  have hint : Integrable (integrand f) := by
    rw [← integrableOn_univ, ← union_compl_self {t : ℝ | T < |t|}, hc]
    exact hg.union (continuous_integrand hcont).continuousOn.integrableOn_Icc
  refine ⟨(change_of_variables f).1.mpr hint, ?_⟩
  rw [(change_of_variables f).2, ← integral_add_compl hS hint, hc, add_sub_cancel_right]
  exact (norm_integral_le_integral_norm _).trans hb

end

end TanhSinhQuadrature
```

Split the line into $[-T,T]$, written `Icc (-T) T`, and the two tails. The transformed integrand is continuous on the first part and integrable on the second by `tail_bound`, so it is integrable on the line, and $f$ is integrable on $(-1,1)$. Subtracting the central part leaves the tails:

$$\Big|\int_{-1}^1 f\,dx-\int_{-T}^{T}\varphi' f(\varphi)\,dt\Big|\le\int_{|t|>T}|\varphi' f(\varphi)|\,dt\le\frac{C\,4^{1-a}}{1-a}\,e^{-(1-a)\pi\sinh T}.$$

At $a=1$ the conclusion fails: $1/(1-x^2)$ meets the edge condition with $C=1$ and is not integrable.

```lean
#print axioms TanhSinhQuadrature.truncation_error
```

```
'TanhSinhQuadrature.truncation_error' depends on axioms: [propext, Classical.choice, Quot.sound]
```

## The chain, and the remaining sum

For the chain with $g=1$, the bound is $\tfrac4\pi e^{-(\pi/2)\sinh T}$, which is below $2\times10^{-7}$ at $T=3$. A program still has to replace the integral over $[-T,T]$ by a finite sum. The error of that replacement depends on the step size and on the smoothness of $f$, and needs a separate estimate.

## The plain tanh substitution

The same argument applies to $x=\tanh t$. Here the Jacobian is exactly $1-x^2\le4e^{-2|t|}$, so the transformed integrand is at most $C\,4^{1-a}e^{-2(1-a)|t|}$ in modulus, and its tails contribute at most

$$\frac{C\,4^{1-a}}{1-a}\,e^{-2(1-a)T}.$$

The prefactor is unchanged, with $2T$ in place of $\pi\sinh T$: this bound decays only exponentially in $T$.
